# Positive semidefinite density and virtual density matrices do not ensure idempotency

In a finite, non-empty basis with positive definite complex overlap matrix S, the lemma takes the density matrix P = S⁻¹/2, which gives every orbital an occupation of one half. It states that P and the virtual density Q = S⁻¹ − P are both positive semidefinite, yet the idempotency condition PSP = P fails. The attempt gets the positivity of P from that of S⁻¹, and the positivity of Q from the equality Q = P. For the last part it supposes PSP = P, which would make a quarter of S⁻¹ equal to a half of it; then S⁻¹ would vanish, contradicting S⁻¹S = 1.

In Lean, a first try:

```lean
import Mathlib

open Matrix
open scoped ComplexOrder

namespace HalfOccupationNotIdempotent

noncomputable section

variable {n : Type*} [Fintype n] [DecidableEq n]

/-- The virtual density `Q = S⁻¹ - P` belonging to the density matrix `P` in a basis with
invertible overlap matrix `S`. -/
def virtualDensity (S P : Matrix n n ℂ) : Matrix n n ℂ := S⁻¹ - P

/-- In a non-empty basis with positive definite overlap matrix, the density matrix `S⁻¹/2` and
its virtual density are both positive semidefinite, but `PSP = P` fails. -/
theorem half_occupation_not_idempotent [Nonempty n] {S : Matrix n n ℂ} (hS : S.PosDef) :
    ((1 / 2 : ℂ) • S⁻¹).PosSemidef ∧
    (virtualDensity S ((1 / 2 : ℂ) • S⁻¹)).PosSemidef ∧
    ((1 / 2 : ℂ) • S⁻¹) * S * ((1 / 2 : ℂ) • S⁻¹) ≠ (1 / 2 : ℂ) • S⁻¹ := by
  have hdet : IsUnit S.det := (Matrix.isUnit_iff_isUnit_det S).mp hS.isUnit
  have h1 := Matrix.nonsing_inv_mul S hdet
  have hhalf : (0 : ℂ) ≤ 1 / 2 := by norm_num [Complex.le_def]
  have hpos : ((1 / 2 : ℂ) • S⁻¹).PosSemidef := hS.inv.posSemidef.smul hhalf
  have hQ : virtualDensity S ((1 / 2 : ℂ) • S⁻¹) = (1 / 2 : ℂ) • S⁻¹ := by
    unfold virtualDensity
    module
  refine ⟨hpos, hQ ▸ hpos, fun h => ?_⟩
  -- idempotency would equate a quarter and a half of S⁻¹
  rw [Matrix.smul_mul, h1, Matrix.smul_mul, one_mul, smul_smul] at h
  have hz : S⁻¹ = (4 : ℂ) • ((1 / 2 : ℂ) • S⁻¹ - (1 / 2 * (1 / 2) : ℂ) • S⁻¹) := by module
  rw [h, sub_self, smul_zero] at hz
  rw [hz, zero_mul] at h1
  exact zero_ne_one h1

end

end HalfOccupationNotIdempotent
```

The error:

```
Main.lean:29:21: error: Type mismatch
  hpos
has type
  ((1 / 2) • S⁻¹).PosSemidef
but is expected to have type
  (virtualDensity S (virtualDensity S ((1 / 2) • S⁻¹))).PosSemidef
```

The one error concerns the positivity of Q. The equality `hQ` says that `virtualDensity S ((1 / 2 : ℂ) • S⁻¹)` equals `(1 / 2 : ℂ) • S⁻¹`, and the goal should be rewritten from left to right, so that `hpos` fits it. In `hQ ▸ hpos`, however, Lean rewrote the goal from right to left. This was possible because the right side of `hQ` also occurs in the goal, as the argument of `virtualDensity`. That argument was replaced by the whole left side, which gave the nested `virtualDensity S (virtualDensity S ((1 / 2) • S⁻¹))` of the message, and `hpos` does not have that type.

The repair uses `rw [hQ]`, which rewrites from left to right. The goal becomes `((1 / 2 : ℂ) • S⁻¹).PosSemidef`, which is just what `hpos` states, and `exact hpos` closes it.

The repair, with which the file compiles:

```diff
@@ -27,5 +27,5 @@
     unfold virtualDensity
     module
-  refine ⟨hpos, hQ ▸ hpos, fun h => ?_⟩
+  refine ⟨hpos, by rw [hQ]; exact hpos, fun h => ?_⟩
   -- idempotency would equate a quarter and a half of S⁻¹
   rw [Matrix.smul_mul, h1, Matrix.smul_mul, one_mul, smul_smul] at h
```
